# With a constant prefactor and a temperature-dependent gap E(T), the Arrhenius enthalpy is E − T dE/dT

A thermally activated quantity has the form C exp(−E(T)/(kT)), where the prefactor C is constant and the gap E may depend on temperature. Its Arrhenius enthalpy is −k times the slope of its logarithm against 1/T, and the theorem says that this equals E(T) − T E′, where E′ is the derivative of the gap at T. It assumes that C, k and T are positive and that E is differentiable at T. The attempt first rewrites the logarithm as a function of the inverse temperature x, namely log C − E(1/x) x/k, and then differentiates this by the chain and product rules.

An attempt in Lean 4 with a fault in it:

```lean
import Mathlib

open Filter Topology

namespace ArrheniusEnthalpyActivated

noncomputable section

/-- A thermally activated quantity `C exp (-E(T) / (k T))` with constant prefactor `C` and
temperature-dependent gap `E`, for `k T ≠ 0`. -/
def activated (C k : ℝ) (E : ℝ → ℝ) (T : ℝ) : ℝ := C * Real.exp (-E T / (k * T))

/-- The Arrhenius enthalpy of a quantity `f` at temperature `T ≠ 0`: `-k` times the slope of
`log f` plotted against the inverse temperature. -/
def arrheniusEnthalpy (k : ℝ) (f : ℝ → ℝ) (T : ℝ) : ℝ :=
  -k * deriv (fun x : ℝ => Real.log (f x⁻¹)) T⁻¹

/-- For positive `C`, `k` and `T`, and a gap `E` with derivative `E'` at `T`, the Arrhenius
enthalpy of the activated quantity is `E - T E'`. -/
theorem arrheniusEnthalpy_activated {C k T E' : ℝ} {E : ℝ → ℝ} (hC : 0 < C) (hk : 0 < k)
    (hT : 0 < T) (hE : HasDerivAt E E' T) :
    arrheniusEnthalpy k (activated C k E) T = E T - T * E' := by
  -- the logarithm as a function of the inverse temperature
  have hfun : (fun x : ℝ => Real.log (activated C k E x⁻¹)) =
      fun x : ℝ => Real.log C - E x⁻¹ * x / k := by
    funext x
    unfold activated
    rw [Real.log_mul hC.ne' (Real.exp_ne_zero _), Real.log_exp]
    ring
  have hinv : HasDerivAt (fun x : ℝ => x⁻¹) (-(T⁻¹ ^ 2)⁻¹) T⁻¹ :=
    hasDerivAt_inv (inv_ne_zero hT.ne')
  have hE2 : HasDerivAt E E' (T⁻¹)⁻¹ := by rwa [inv_inv]
  have hcomp : HasDerivAt (fun x : ℝ => E x⁻¹) (E' * -(T⁻¹ ^ 2)⁻¹) T⁻¹ :=
    HasDerivAt.comp (h := fun x : ℝ => x⁻¹) (h₂ := E) T⁻¹ hE2 hinv
  -- its slope, by the product rule
  have hslope : HasDerivAt (fun x : ℝ => Real.log C - E x⁻¹ * x / k)
      (-((E T - T * E') / k)) T⁻¹ := by
    refine (((hcomp.fun_mul (hasDerivAt_id' T⁻¹)).div_const k).const_sub
      (Real.log C)).congr_deriv ?_
    have h : (T⁻¹ ^ 2)⁻¹ * T⁻¹ = T := by field_simp
    simp only [inv_inv]
    linear_combination (E' / k) * h
  unfold arrheniusEnthalpy
  rw [hfun, hslope.deriv]
  field_simp

end

end ArrheniusEnthalpyActivated
```

The compiler's answer:

```
Try this:
  [apply] ring_nf
  
  The `ring` tactic failed to close the goal. Use `ring_nf` to obtain a normal form.
    
  Note that `ring` works primarily in *commutative* rings. If you have a noncommutative ring, abelian group or module, consider using `noncomm_ring`, `abel` or `module` instead.
Main.lean:25:49: error: unsolved goals
C k T E' : ℝ
E : ℝ → ℝ
hC : 0 < C
hk : 0 < k
hT : 0 < T
hE : HasDerivAt E E' T
x : ℝ
⊢ Real.log C - E x⁻¹ * x⁻¹⁻¹ * k⁻¹ = Real.log C - x * E x⁻¹ * k⁻¹
```

Diagnosis. The error lies in `hfun`, the formula for the logarithm. After the `rw`, the left side still contains the quotient `-E x⁻¹ / (k * x⁻¹)`, and `ring` is left to match it with `E x⁻¹ * x / k` on the right. The "Try this" message says that `ring` did not close the goal, and the unsolved goal shows what remained: the two sides differ, apart from the order of factors, only in that one has `x⁻¹⁻¹` where the other has `x`. `ring` did not identify the double inverse with `x`.

The added `simp only` does this beforehand. `div_eq_mul_inv` turns division into multiplication by an inverse, `mul_inv` splits the inverse of `k * x⁻¹` into `k⁻¹ * x⁻¹⁻¹`, and `inv_inv` replaces `x⁻¹⁻¹` by `x`. What is left is a matter of signs and the order of factors, which `ring` settles. No assumption that `x` is nonzero is needed, since in Lean the inverse of zero is zero and `inv_inv` holds there too.

This version goes through:

```diff
@@ -27,4 +27,5 @@
     unfold activated
     rw [Real.log_mul hC.ne' (Real.exp_ne_zero _), Real.log_exp]
+    simp only [div_eq_mul_inv, mul_inv, inv_inv]
     ring
   have hinv : HasDerivAt (fun x : ℝ => x⁻¹) (-(T⁻¹ ^ 2)⁻¹) T⁻¹ :=
```
